# A spin-1/2 rotation scales the Aharonov–Bohm fringes of a single-pass two-arm ring by half its trace

Let $N$ be the number of spin channels, $U$ an $N\times N$ complex matrix and $f$ a real number. An electron enters a ring and crosses it once, through either of two arms. The first arm leaves the spin unchanged. The second applies $U$, which describes the spin-orbit coupling, and the phase $e^{if}$, where $f$ is $2\pi$ times the enclosed flux in units of $h/e$, up to a sign convention. Write $U^\dagger$ for the conjugate transpose, `ᴴ` in Lean, and $1$ for the identity matrix.

The channels are labelled by a finite type `n`, so $N$ is `Fintype.card n`. Spin 1/2 is the case `Fin 2`.

```lean
import Mathlib

open Matrix
open scoped ComplexOrder

namespace SpinOrbitAharonovBohm

noncomputable section

variable {n : Type*} [Fintype n] [DecidableEq n]
```

The sum of the two arm amplitudes is

$$t(f) = 1 + e^{if}U .$$

```lean
/-- Sum of the amplitudes of two arms: one leaves the spin unchanged, the other applies `U`
and the Aharonov-Bohm phase `f`. -/
def amplitude (U : Matrix n n ℂ) (f : ℝ) : Matrix n n ℂ :=
  1 + Complex.exp (f * Complex.I) • U
```

The electron divides equally between the arms, which gives a factor $1/\sqrt2$ at the entrance and another where the arms recombine. Each path therefore contributes with the factor $\tfrac12$, and the physical amplitude matrix is $t/2$. Summing its squared entries over incoming and outgoing spins gives

$$T(f) = \operatorname{Tr}\!\left[\tfrac{t}{2}\left(\tfrac{t}{2}\right)^{\dagger}\right] = \tfrac14\operatorname{Tr}(t\,t^\dagger).$$

For spin 1/2, $T$ therefore counts two incoming channels: it is 2 when both are fully transmitted, and 1 is the value without interference.

```lean
/-- Transmission summed over incoming and outgoing spin channels, each arm carrying half of
the amplitude. -/
def transmission (U : Matrix n n ℂ) (f : ℝ) : ℂ :=
  (amplitude U f * (amplitude U f)ᴴ).trace / 4
```

`transmission` is complex valued, so an equation that sets it equal to a real number also states that it is real. The model is non-interacting and leaves out repeated circuits of the ring, backscattering in the arms and any dependence of $U$ on the flux.

## Only the relative rotation matters

Suppose that the arms apply $A$ and $B$, with $A$ unitary. Since $AA^\dagger = 1$,

$$A + e^{if}B = A\,M,\qquad M = 1 + e^{if}A^\dagger B .$$

Cyclicity of the trace and $A^\dagger A = 1$ then remove the common factor:

$$\operatorname{Tr}(AMM^\dagger A^\dagger) = \operatorname{Tr}(M^\dagger A^\dagger A M) = \operatorname{Tr}(M^\dagger M)=\operatorname{Tr}(MM^\dagger).$$

```lean
/-- If the arms apply `A` and `B`, with `A` unitary, the transmission is that of a ring with
the single relative matrix `Aᴴ * B`. -/
theorem two_arms_eq_relative {A : Matrix n n ℂ} (hA : A ∈ unitaryGroup n ℂ)
    (B : Matrix n n ℂ) (f : ℝ) :
    ((A + Complex.exp (f * Complex.I) • B) *
      (A + Complex.exp (f * Complex.I) • B)ᴴ).trace / 4 = transmission (Aᴴ * B) f := by
  have h1 : A * Aᴴ = 1 := mem_unitaryGroup_iff.mp hA
  have h2 : Aᴴ * A = 1 := mem_unitaryGroup_iff'.mp hA
  -- the common factor `A` is pulled out and drops from the trace
  have h : A + Complex.exp (f * Complex.I) • B = A * amplitude (Aᴴ * B) f := by
    rw [amplitude, Matrix.mul_add, Matrix.mul_one, Matrix.mul_smul, ← Matrix.mul_assoc, h1,
      Matrix.one_mul]
  rw [h, transmission]
  generalize amplitude (Aᴴ * B) f = M
  have e : Mᴴ * Aᴴ * (A * M) = Mᴴ * M := by
    rw [Matrix.mul_assoc, ← Matrix.mul_assoc Aᴴ, h2, Matrix.one_mul]
  rw [conjTranspose_mul, Matrix.trace_mul_comm, e, Matrix.trace_mul_comm]
```

In the proof, `h` is the factorisation and `e` is the cancellation of $A^\dagger A$. Nothing is required of $B$. If $B$ is also unitary, so is $A^\dagger B$, and its determinant is one when $\det A = \det B$.

## The fringe of a general unitary arm

Let $U$ be unitary and $c = e^{if}$, so that $c\bar c = 1$. Expanding the product gives

$$t\,t^\dagger = 1 + cU + (cU)^\dagger + c\bar c\,UU^\dagger = 2\cdot 1 + cU + (cU)^\dagger .$$

The trace is $2N + 2\operatorname{Re}(c\operatorname{Tr}U)$, and hence

$$T(f) = \tfrac12\left[N + \cos f\,\operatorname{Re}\operatorname{Tr}U - \sin f\,\operatorname{Im}\operatorname{Tr}U\right].$$

```lean
/-- For a unitary `U` in any number of channels, the flux dependence of the transmission is
set by the real and imaginary parts of the trace of `U`. -/
theorem transmission_unitary {U : Matrix n n ℂ} (hU : U ∈ unitaryGroup n ℂ) (f : ℝ) :
    transmission U f = (((Fintype.card n : ℝ) +
      (Real.cos f * U.trace.re - Real.sin f * U.trace.im)) / 2 : ℝ) := by
  have hUU : U * Uᴴ = 1 := mem_unitaryGroup_iff.mp hU
  have hc : Complex.exp (f * Complex.I) * star (Complex.exp (f * Complex.I)) = 1 := by
    rw [Complex.star_def, Complex.mul_conj, Complex.normSq_eq_norm_sq,
      Complex.norm_exp_ofReal_mul_I]
    norm_num
  have hre : (Complex.exp (f * Complex.I) * U.trace).re =
      Real.cos f * U.trace.re - Real.sin f * U.trace.im := by
    rw [Complex.mul_re, Complex.exp_ofReal_mul_I_re, Complex.exp_ofReal_mul_I_im]
  rw [← hre, transmission, amplitude]
  generalize Complex.exp (f * Complex.I) = c at hc ⊢
  have h2 : (c • U) * (c • U)ᴴ = 1 := by
    rw [conjTranspose_smul, Matrix.smul_mul, Matrix.mul_smul, smul_smul, hUU, hc, one_smul]
  -- two classical terms and the interference term
  have h : (1 + c • U) * (1 + c • U)ᴴ = 1 + 1 + (c • U + (c • U)ᴴ) := by
    rw [conjTranspose_add, conjTranspose_one, Matrix.add_mul, Matrix.mul_add, Matrix.mul_add,
      h2, Matrix.one_mul, Matrix.one_mul, Matrix.mul_one]
    abel
  rw [h, trace_add, trace_add, trace_add, trace_one, trace_conjTranspose, trace_smul,
    smul_eq_mul, Complex.star_def, Complex.add_conj]
  push_cast
  ring
```

Here `hc` is $c\bar c=1$, `hre` is the real part of $c\operatorname{Tr}U$, and `h` is the expanded product. Once the first two are known, `generalize` replaces the exponential by a plain complex number $c$.

If $T$ doesn't depend on the flux, two pairs of fluxes determine the trace:

$$T(0) - T(\pi) = \operatorname{Re}\operatorname{Tr}U,\qquad T(-\tfrac{\pi}{2}) - T(\tfrac{\pi}{2}) = \operatorname{Im}\operatorname{Tr}U .$$

Both differences are zero, so $\operatorname{Tr}U = 0$. Conversely, a vanishing trace leaves $T = N/2$ at every flux.

```lean
/-- For a unitary `U` in any number of channels, the transmission is independent of the flux
exactly when the trace of `U` vanishes. -/
theorem flux_independent_iff {U : Matrix n n ℂ} (hU : U ∈ unitaryGroup n ℂ) :
    (∀ f g : ℝ, transmission U f = transmission U g) ↔ U.trace = 0 := by
  constructor
  · intro h
    -- opposite fluxes isolate the two quadratures of the fringe
    have h1 := h 0 Real.pi
    have h2 := h (Real.pi / 2) (-(Real.pi / 2))
    rw [transmission_unitary hU, transmission_unitary hU, Complex.ofReal_inj] at h1 h2
    simp only [Real.cos_zero, Real.sin_zero, Real.cos_pi, Real.sin_pi] at h1
    simp only [Real.cos_neg, Real.sin_neg, Real.cos_pi_div_two, Real.sin_pi_div_two] at h2
    apply Complex.ext
    · rw [Complex.zero_re]; linarith
    · rw [Complex.zero_im]; linarith
  · intro h f g
    rw [transmission_unitary hU, transmission_unitary hU, h]
    simp
```

The two `linarith` calls solve these two equations, one for each part of the trace.

## Determinant one makes the trace real

Let $U=\begin{pmatrix}a&b\\ c&d\end{pmatrix}$ be unitary with determinant one, where $c$ is now a matrix entry. The adjugate satisfies $U\operatorname{adj}U = (\det U)\,1 = 1$, so

$$U^\dagger = U^\dagger\,(U\operatorname{adj}U) = \operatorname{adj}U = \begin{pmatrix}d&-b\\ -c&a\end{pmatrix}.$$

Taking traces gives $\overline{\operatorname{Tr}U} = d + a = \operatorname{Tr}U$.

```lean
/-- The trace of a 2 by 2 unitary matrix of determinant one is real. -/
theorem trace_im_eq_zero {U : Matrix (Fin 2) (Fin 2) ℂ}
    (hU : U ∈ unitaryGroup (Fin 2) ℂ) (hdet : U.det = 1) : U.trace.im = 0 := by
  have h1 : Uᴴ * U = 1 := mem_unitaryGroup_iff'.mp hU
  -- the inverse is both the adjoint and the adjugate
  have hadj : Uᴴ = U.adjugate := by
    calc Uᴴ = Uᴴ * (U * U.adjugate) := by
          rw [mul_adjugate, hdet, one_smul, Matrix.mul_one]
      _ = U.adjugate := by rw [← Matrix.mul_assoc, h1, Matrix.one_mul]
  have ht : star U.trace = U.trace := by
    rw [← trace_conjTranspose, hadj, adjugate_fin_two, trace_fin_two, trace_fin_two]
    simp [add_comm]
  exact Complex.conj_eq_iff_im.mp ht
```

The `calc` block is the chain for $U^\dagger$, and `ht` is the equality of the trace with its conjugate.

Setting $N=2$ and $\operatorname{Im}\operatorname{Tr}U=0$ in the general fringe formula yields

$$T(f) = 1 + \tfrac12\cos f\,\operatorname{Tr}U .$$

If $T(f)=1$ for all $f$, the value at $f=0$ forces $\operatorname{Tr}U=0$; the converse follows by substitution.

```lean
/-- For a spin-1/2 transfer matrix `U`, unitary with determinant one, the transmission is `1 + cos f
* Tr U / 2`, and it equals 1 at all fluxes exactly when `Tr U = 0`. -/
theorem spin_orbit_fringes {U : Matrix (Fin 2) (Fin 2) ℂ}
    (hU : U ∈ unitaryGroup (Fin 2) ℂ) (hdet : U.det = 1) :
    (∀ f : ℝ, transmission U f = 1 + (Real.cos f : ℂ) * U.trace / 2) ∧
      ((∀ f : ℝ, transmission U f = 1) ↔ U.trace = 0) := by
  have him := trace_im_eq_zero hU hdet
  have ht : U.trace = (U.trace.re : ℂ) := Complex.ext (by simp) (by simp [him])
  have hT : ∀ f : ℝ, transmission U f = 1 + (Real.cos f : ℂ) * U.trace / 2 := by
    intro f
    rw [transmission_unitary hU, him, Fintype.card_fin]
    conv_rhs => rw [ht]
    push_cast
    ring
  refine ⟨hT, fun h => ?_, fun h f => ?_⟩
  · have h0 := h 0
    rw [hT, Real.cos_zero, Complex.ofReal_one] at h0
    linear_combination 2 * h0
  · rw [hT, h]; ring
```

The hypotheses `hU` and `hdet` say that the spin transfer is lossless and that it carries no overall phase beyond a sign. The theorem is a conjunction: the fringe formula at every flux, and the criterion for the fringes to vanish.

Both hypotheses are needed for the formula:

- $U = i\cdot 1$ is unitary, but its determinant is $-1$. Its transmission is $1-\sin f$, whereas the formula would give the complex number $1+i\cos f$.
- $U=\operatorname{diag}(2,\tfrac12)$ has determinant one but isn't unitary. It amplifies one spin component, so it is a purely mathematical example and not a possible electron arm. Its transmission is $\tfrac{25}{16}+\tfrac54\cos f$, whereas the formula would give $1+\tfrac54\cos f$.

In this non-interacting, single-pass model, spin-orbit coupling can thus remove the fringes of the spin-summed transmission without any loss of phase coherence. A weak fringe is then not by itself evidence of decoherence.

## Complete extinction

Suppose that $\det U = 1$ and $T(f)=0$ at some flux. Since $\operatorname{Tr}(t\,t^\dagger)=\sum_{ij}|t_{ij}|^2$, every entry of $t$ vanishes. With $c=e^{if}$ again, this means $cU=-1$. Taking determinants of these 2 by 2 matrices gives $c^2 = 1$. The root $c=1$ gives $U=-1$, and $c=-1$ gives $U=1$. Conversely, $U=1$ is extinguished at $f=\pi$ and $U=-1$ at $f=0$.

```lean
/-- For `U` of determinant one, the transmission is extinguished at some flux exactly when
`U` is plus or minus the identity. -/
theorem extinction_iff {U : Matrix (Fin 2) (Fin 2) ℂ} (hdet : U.det = 1) :
    (∃ f : ℝ, transmission U f = 0) ↔ U = 1 ∨ U = -1 := by
  constructor
  · rintro ⟨f, hf⟩
    rw [transmission] at hf
    have h0 := (div_eq_zero_iff.mp hf).resolve_right (by norm_num)
    -- zero total transmission forces every spin amplitude to vanish
    have hA : amplitude U f = 0 := Matrix.trace_mul_conjTranspose_self_eq_zero_iff.mp h0
    rw [amplitude] at hA
    generalize Complex.exp (f * Complex.I) = c at hA
    have hX : c • U = -1 := eq_neg_of_add_eq_zero_right hA
    have hd := congrArg Matrix.det hX
    rw [det_smul, hdet, det_neg, det_one, Fintype.card_fin] at hd
    have hc : (c - 1) * (c + 1) = 0 := by linear_combination hd
    rcases mul_eq_zero.mp hc with h | h
    · right
      rwa [sub_eq_zero.mp h, one_smul] at hX
    · left
      rw [eq_neg_of_add_eq_zero_left h, neg_smul, one_smul] at hX
      exact neg_inj.mp hX
  · rintro (rfl | rfl)
    · exact ⟨Real.pi, by simp [transmission, amplitude]⟩
    · exact ⟨0, by simp [transmission, amplitude]⟩
```

Unitarity isn't assumed here. The determinant condition does matter: $U=i\cdot 1$ is extinguished at $f=\pi/2$, although it is neither $1$ nor $-1$.

## Rotation by an angle about an axis

A rotation of spin 1/2 by $\theta$ about the unit axis $(x,y,z)$ is

$$R = \cos\tfrac\theta2 - i\sin\tfrac\theta2\,(x\sigma_x+y\sigma_y+z\sigma_z),$$

where $\sigma_x,\sigma_y,\sigma_z$ are the Pauli matrices. The definition writes out its four entries.

```lean
/-- The matrix `cos (θ/2) - i sin (θ/2) (x σx + y σy + z σz)`, which is the spin-1/2 rotation by `θ`
about `(x, y, z)` when that vector has unit length. -/
def spinRotation (θ x y z : ℝ) : Matrix (Fin 2) (Fin 2) ℂ :=
  let c : ℂ := (Real.cos (θ / 2) : ℝ)
  let s : ℂ := (Real.sin (θ / 2) : ℝ)
  !![c - s * z * Complex.I, -(s * y) - s * x * Complex.I;
     s * y - s * x * Complex.I, c + s * z * Complex.I]
```

For a unit axis, multiplying out the determinant gives

$$\det R = \cos^2\tfrac\theta2 + \sin^2\tfrac\theta2\,(x^2+y^2+z^2) = 1 .$$

Comparing entries shows that $R^\dagger = \operatorname{adj}R$, and therefore $RR^\dagger = (\det R)\,1 = 1$.

```lean
/-- A spin rotation about a unit axis is unitary and has determinant one. -/
theorem spinRotation_witness (θ x y z : ℝ) (hn : x ^ 2 + y ^ 2 + z ^ 2 = 1) :
    spinRotation θ x y z ∈ unitaryGroup (Fin 2) ℂ ∧ (spinRotation θ x y z).det = 1 := by
  have h := Real.cos_sq_add_sin_sq (θ / 2)
  simp only [spinRotation]
  generalize Real.cos (θ / 2) = c at h ⊢
  generalize Real.sin (θ / 2) = s at h ⊢
  have hC : (c : ℂ) ^ 2 + (s : ℂ) ^ 2 = 1 := by exact_mod_cast h
  have hN : (x : ℂ) ^ 2 + (y : ℂ) ^ 2 + (z : ℂ) ^ 2 = 1 := by exact_mod_cast hn
  have hdet : (!![(c : ℂ) - s * z * Complex.I, -(s * y) - s * x * Complex.I;
      s * y - s * x * Complex.I, c + s * z * Complex.I]).det = 1 := by
    rw [det_fin_two_of]
    linear_combination hC + (s : ℂ) ^ 2 * hN -
      (s : ℂ) ^ 2 * ((x : ℂ) ^ 2 + (z : ℂ) ^ 2) * Complex.I_sq
  refine ⟨?_, hdet⟩
  -- the adjoint is the adjugate, hence the inverse
  have hadj : (!![(c : ℂ) - s * z * Complex.I, -(s * y) - s * x * Complex.I;
      s * y - s * x * Complex.I, c + s * z * Complex.I])ᴴ =
      (!![(c : ℂ) - s * z * Complex.I, -(s * y) - s * x * Complex.I;
      s * y - s * x * Complex.I, c + s * z * Complex.I]).adjugate := by
    rw [adjugate_fin_two]
    ext i j
    fin_cases i <;> fin_cases j <;> simp [conjTranspose_apply] <;> ring
  rw [mem_unitaryGroup_iff, star_eq_conjTranspose, hadj, mul_adjugate, hdet, one_smul]
```

`linear_combination` assembles the determinant from $\cos^2+\sin^2=1$, the unit length of the axis and $i^2=-1$. The adjugate identity is checked entry by entry.

The Pauli matrices are traceless, so $\operatorname{Tr}R = 2\cos(\theta/2)$, and the fringe formula becomes

$$T(f) = 1 + \cos f\,\cos\tfrac\theta2 .$$

```lean
/-- A relative spin rotation by `θ` about a unit axis multiplies the Aharonov-Bohm fringe
by `cos (θ/2)`. -/
theorem fringes_spinRotation (θ x y z : ℝ) (hn : x ^ 2 + y ^ 2 + z ^ 2 = 1) (f : ℝ) :
    transmission (spinRotation θ x y z) f =
      ((1 + Real.cos f * Real.cos (θ / 2) : ℝ) : ℂ) := by
  obtain ⟨hU, hdet⟩ := spinRotation_witness θ x y z hn
  have ht : (spinRotation θ x y z).trace = 2 * ((Real.cos (θ / 2) : ℝ) : ℂ) := by
    simp only [spinRotation]
    rw [trace_fin_two_of]
    ring
  rw [(spin_orbit_fringes hU hdet).1 f, ht, Complex.ofReal_add, Complex.ofReal_mul,
    Complex.ofReal_one]
  ring

end

end SpinOrbitAharonovBohm
```

The axis drops out of the result. A relative rotation by $\pi$ removes the fringes, while one by $2\pi$ restores them with the opposite sign. The unit length is needed: for $x=y=z=0$ and $\theta=\pi$ the matrix $R$ is zero and the transmission is $\tfrac12$, not 1.

## The trace in a numerical calculation

A simulation of such a ring can multiply the spin transfer matrices of successive segments along each arm to obtain $A$ and $B$. In NumPy, the factor multiplying $\cos f$ is then `np.trace(A.conj().T @ B) / 2`, provided that both matrices are unitary with equal determinants, and no scan over flux is needed.

Arms of unequal length usually add a relative phase $\varphi$, so that $A^\dagger B = e^{i\varphi}V$ with $V$ unitary and $\det V=1$. The computed trace is then complex in general. In the single-pass model its phase shifts the fringe, and the general unitary formula gives

$$T(f) = 1+\tfrac12\cos(f+\varphi)\operatorname{Tr}V .$$

The modulus of the computed half-trace is still the fringe amplitude. The shift doesn't carry over to a full two-terminal ring: if the flux is all that breaks time-reversal symmetry, its linear conductance is an even function of the flux.

```lean
#print axioms SpinOrbitAharonovBohm.two_arms_eq_relative
-- 'SpinOrbitAharonovBohm.two_arms_eq_relative' depends on axioms: [propext, Classical.choice, Quot.sound]
#print axioms SpinOrbitAharonovBohm.flux_independent_iff
-- 'SpinOrbitAharonovBohm.flux_independent_iff' depends on axioms: [propext, Classical.choice, Quot.sound]
#print axioms SpinOrbitAharonovBohm.extinction_iff
-- 'SpinOrbitAharonovBohm.extinction_iff' depends on axioms: [propext, Classical.choice, Quot.sound]
#print axioms SpinOrbitAharonovBohm.fringes_spinRotation
-- 'SpinOrbitAharonovBohm.fringes_spinRotation' depends on axioms: [propext, Classical.choice, Quot.sound]
```
